# For N ≥ 1 particles on a linearly ordered space, the antisymmetric real or complex wave functions are exactly the single backflow determinants

A backflow orbital depends on its own particle and on where the others are, so one must choose how it sees the others. Here it receives them as a multiset: coordinates with multiplicity but without labels. An orbital therefore has the type `X → Multiset X → K`, and its symmetry in the other particles is built into that type. With an ordered list instead, the determinant could fail to be antisymmetric for three or more particles.

The coordinate space $X$ is any set, from (d) on with a linear order. Positions in three dimensions, with or without a spin label, can be ordered lexicographically. Values lie in a field $K$; from (c) on it has characteristic zero, as $\mathbb R$ and $\mathbb C$ do.

For variational Monte Carlo this means that one backflow determinant can represent any fermionic wave function, provided that its orbitals are unrestricted: no continuity, smoothness or cheap evaluation is required of them.

In Lean 4 with Mathlib:

```lean
import Mathlib

namespace BackflowDeterminant

noncomputable section

variable {X K : Type*} [Field K] {N : ℕ}
```

## Wave functions and backflow determinants

A configuration is a map $x:\{0,\dots,N-1\}\to X$, written `Fin N → X`. A permutation $\sigma$ relabels it to $x\circ\sigma$, whose entry $i$ is $x_{\sigma(i)}$. A wave function $\Psi$ is antisymmetric if $\Psi(x\circ\sigma)=\operatorname{sgn}(\sigma)\,\Psi(x)$ for all $\sigma$ and $x$. No normalisation is imposed.

```lean
/-- A wave function is antisymmetric if permuting the particles multiplies it by the sign
of the permutation. -/
def IsAntisymmetric (Ψ : (Fin N → X) → K) : Prop :=
  ∀ (σ : Equiv.Perm (Fin N)) (x : Fin N → X),
    Ψ (x ∘ σ) = ((Equiv.Perm.sign σ : ℤ) : K) * Ψ x
```

Write $O_i(x)$ for the multiset of all $x_j$ with $j\ne i$.

```lean
/-- The unordered collection of the coordinates of all particles except particle `i`. -/
def others (x : Fin N → X) (i : Fin N) : Multiset X :=
  (Finset.univ.erase i).val.map x
```

Given orbitals $\varphi_0,\dots,\varphi_{N-1}$, the matrix $M(x)$ has entries $M_{ik}(x)=\varphi_k(x_i;O_i(x))$, with particles as rows and orbitals as columns.

```lean
/-- The matrix of backflow orbitals: row `i` belongs to particle `i`, column `k` to the
orbital `φ k`, which sees the particle and the unordered collection of the others. -/
def backflowMatrix (φ : Fin N → X → Multiset X → K) (x : Fin N → X) :
    Matrix (Fin N) (Fin N) K :=
  Matrix.of fun i k => φ k (x i) (others x i)
```

Its determinant is denoted $D_\varphi(x)$.

```lean
/-- The backflow determinant of the orbitals `φ`. -/
def backflowDet (φ : Fin N → X → Multiset X → K) (x : Fin N → X) : K :=
  (backflowMatrix φ x).det
```

## (a) Surroundings after a relabelling

**Task.** Show that particle $i$ now sees what particle $\sigma(i)$ saw before:
$$O_i(x\circ\sigma)=O_{\sigma(i)}(x).$$

**Solution.** The left side collects $x_{\sigma(j)}$ for $j\neq i$. As $j$ runs over all indices except $i$, $l=\sigma(j)$ runs once over all indices except $\sigma(i)$. This collects $x_l$ for $l\ne\sigma(i)$, which is the right side. The reindexing is the statement `h` in the code.

```lean
/-- After a relabelling of the particles, particle `i` sees the surroundings that
particle `σ i` saw before. -/
theorem others_comp (x : Fin N → X) (σ : Equiv.Perm (Fin N)) (i : Fin N) :
    others (x ∘ σ) i = others x (σ i) := by
  have h : (Finset.univ.erase i).map σ.toEmbedding = Finset.univ.erase (σ i) := by
    ext j
    rw [Finset.mem_map_equiv]
    simp [Equiv.symm_apply_eq]
  unfold others
  rw [← h]
  exact (Multiset.map_map x σ (Finset.univ.erase i).val).symm
```

## (b) Antisymmetry of the determinant

**Task.** Show, for arbitrary orbitals, that
$$D_\varphi(x\circ\sigma)=\operatorname{sgn}(\sigma)\,D_\varphi(x).$$

**Solution.** By (a),
$$M_{ik}(x\circ\sigma)=\varphi_k(x_{\sigma(i)};O_{\sigma(i)}(x))=M_{\sigma(i)k}(x).$$
The rows have been permuted by $\sigma$, which multiplies the determinant by $\operatorname{sgn}(\sigma)$. The last step is `Matrix.det_permute`.

```lean
/-- Every backflow determinant is antisymmetric. -/
theorem backflowDet_antisymmetric (φ : Fin N → X → Multiset X → K) :
    IsAntisymmetric (backflowDet φ) := by
  intro σ x
  -- relabelling the particles permutes the rows
  have h : backflowMatrix φ (x ∘ σ) = (backflowMatrix φ x).submatrix σ id := by
    ext i k
    simp [backflowMatrix, others_comp]
  unfold backflowDet
  rw [h, Matrix.det_permute]
```

## (c) The Pauli principle

**Task.** Let $\Psi$ be antisymmetric and let $x_i=x_j$ with $i\neq j$. Show that
$$\Psi(x)=0.$$

**Solution.** The swap $\tau$ of $i$ and $j$ leaves $x$ unchanged and has sign $-1$. Hence $\Psi(x)=\Psi(x\circ\tau)=-\Psi(x)$, so $2\Psi(x)=0$. Since $2\neq0$ in $K$, $\Psi(x)=0$.

```lean
/-- Pauli principle: in characteristic zero, an antisymmetric wave function vanishes when two
particles have the same coordinate. -/
theorem IsAntisymmetric.eq_zero_of_coincidence [CharZero K] {Ψ : (Fin N → X) → K}
    (hΨ : IsAntisymmetric Ψ) {x : Fin N → X} {i j : Fin N} (hij : x i = x j)
    (hne : i ≠ j) : Ψ x = 0 := by
  have hx : x ∘ Equiv.swap i j = x := by
    funext k
    simp only [Function.comp_apply, Equiv.swap_apply_def]
    split_ifs with h1 h2
    · rw [h1, hij]
    · rw [h2, hij]
    · rfl
  have h := hΨ (Equiv.swap i j) x
  rw [hx, Equiv.Perm.sign_swap hne] at h
  simp only [Units.val_neg, Units.val_one, Int.cast_neg, Int.cast_one] at h
  have h2 : (2 : K) * Ψ x = 0 := by linear_combination h
  exact (mul_eq_zero.mp h2).resolve_left two_ne_zero
```

## (d) Sorted configurations determine everything

**Task.** Let $\Psi$ and $\Phi$ be antisymmetric and agree whenever $x_0<\dots<x_{N-1}$. Show that
$$\Psi=\Phi.$$

**Solution.** If the coordinates of $x$ are distinct, choose $\sigma$ so that $x\circ\sigma$ is strictly increasing. Then
$$\operatorname{sgn}(\sigma)\Psi(x)=\Psi(x\circ\sigma)=\Phi(x\circ\sigma)=\operatorname{sgn}(\sigma)\Phi(x),$$
and the sign cancels. If two coordinates coincide, both functions vanish by (c). In the code `Tuple.sort x` supplies $\sigma$, and `by_cases hinj` separates the two cases.

```lean
variable [LinearOrder X]

/-- In characteristic zero, two antisymmetric wave functions that agree on all strictly increasing
configurations are equal. -/
theorem IsAntisymmetric.eq_of_strictMono [CharZero K] {Ψ Φ : (Fin N → X) → K}
    (hΨ : IsAntisymmetric Ψ) (hΦ : IsAntisymmetric Φ)
    (h : ∀ x, StrictMono x → Ψ x = Φ x) : Ψ = Φ := by
  funext x
  by_cases hinj : Function.Injective x
  · -- sort the particles and cancel the common sign
    have hs := h (x ∘ Tuple.sort x) ((Tuple.monotone_sort x).strictMono_of_injective
      (hinj.comp (Tuple.sort x).injective))
    rw [hΨ (Tuple.sort x) x, hΦ (Tuple.sort x) x] at hs
    exact mul_left_cancel₀ (Int.cast_ne_zero.mpr (Units.ne_zero _)) hs
  · simp only [Function.Injective, not_forall] at hinj
    obtain ⟨i, j, hij, hne⟩ := hinj
    rw [hΨ.eq_zero_of_coincidence hij hne, hΦ.eq_zero_of_coincidence hij hne]
```

## Orbitals built from ranks

For a coordinate $a$ and a multiset $s$, let $r(a;s)$ be the number of elements of $s$ below $a$.

```lean
/-- The rank of a particle at `a`: the number of other particles at smaller coordinates. -/
def rank (a : X) (s : Multiset X) : ℕ := s.countP (· < a)
```

For a multiset $m$ with exactly $N$ distinct values, let $V_\Psi(m)$ be $\Psi$ at their increasing arrangement; otherwise let $V_\Psi(m)=0$.

```lean
/-- If `m` has exactly `N` distinct values, the value of `Ψ` at their increasing arrangement;
otherwise zero. -/
def sortedValue (Ψ : (Fin N → X) → K) (m : Multiset X) : K :=
  if h : m.toFinset.card = N then Ψ (⇑(m.toFinset.orderEmbOfFin h)) else 0
```

The rank orbital $\varphi^\Psi_k(a;s)$ is zero unless $r(a;s)=k$. In that case it equals $1$ for $k\neq0$, and $V_\Psi(m)$ for $k=0$, where $m$ is $s$ with $a$ added. The assumption `NeZero N` says $N\ge1$, so that orbital $0$ exists.

```lean
/-- Orbital `k` is the indicator that the particle has rank `k`; orbital `0` is multiplied by the
`sortedValue` of `Ψ` at the multiset of all coordinates, `s` with `a` added. -/
def rankOrbital [NeZero N] (Ψ : (Fin N → X) → K) (k : Fin N) (a : X) (s : Multiset X) : K :=
  if rank a s = (k : ℕ) then (if k = 0 then sortedValue Ψ (a ::ₘ s) else 1) else 0
```

## (e) Ranks in a sorted configuration

**Task.** For strictly increasing $x$, show that
$$r(x_i;O_i(x))=i.$$

**Solution.** Here $x_j<x_i$ holds exactly when $j<i$, and there are $i$ such indices, $0,\dots,i-1$. The code identifies this index set with `Finset.Iio i` and counts it.

```lean
/-- In a strictly increasing configuration particle `i` has rank `i`. -/
theorem rank_of_strictMono {x : Fin N → X} (hx : StrictMono x) (i : Fin N) :
    rank (x i) (others x i) = (i : ℕ) := by
  have h : (Finset.univ.erase i).filter (fun j => x j < x i) = Finset.Iio i := by
    ext j
    simp only [Finset.mem_filter, Finset.mem_erase, Finset.mem_univ, and_true,
      hx.lt_iff_lt, Finset.mem_Iio, ne_eq]
    exact ⟨fun h => h.2, fun h => ⟨h.ne, h⟩⟩
  have hc := congrArg Finset.card h
  rw [Fin.card_Iio] at hc
  rw [rank, others, Multiset.countP_map]
  exact hc
```

## (f) Recovering the wave function's value

**Task.** Let $x$ be strictly increasing and let $m_i$ be $O_i(x)$ with $x_i$ added. Show that
$$V_\Psi(m_i)=\Psi(x).$$

**Solution.** The multiset $m_i$ contains all $N$ coordinates, which are distinct. Their only increasing arrangement is $x$ itself. The code proves the set of values (`hs`), its size (`hc`), and then uses uniqueness of the arrangement.

```lean
/-- In a strictly increasing configuration each particle, together with its surroundings,
recovers the value of `Ψ` there. -/
theorem sortedValue_of_strictMono (Ψ : (Fin N → X) → K) {x : Fin N → X}
    (hx : StrictMono x) (i : Fin N) : sortedValue Ψ (x i ::ₘ others x i) = Ψ x := by
  have hs : (x i ::ₘ others x i).toFinset = Finset.univ.image x := by
    ext a
    simp only [others, Multiset.mem_toFinset, Multiset.mem_cons, Multiset.mem_map,
      Finset.mem_val, Finset.mem_erase, Finset.mem_univ, and_true, Finset.mem_image, true_and]
    constructor
    · rintro (rfl | ⟨j, -, rfl⟩)
      · exact ⟨i, rfl⟩
      · exact ⟨j, rfl⟩
    · rintro ⟨j, rfl⟩
      by_cases h : j = i
      · exact Or.inl (by rw [h])
      · exact Or.inr ⟨j, h, rfl⟩
  have hc : (x i ::ₘ others x i).toFinset.card = N := by
    rw [hs, Finset.card_image_of_injective _ hx.injective, Finset.card_univ, Fintype.card_fin]
  rw [sortedValue, dif_pos hc]
  exact congrArg Ψ (Finset.orderEmbOfFin_unique hc
    (fun j => by rw [hs]; exact Finset.mem_image_of_mem x (Finset.mem_univ j)) hx).symm
```

## (g) One determinant for a given wave function

**Task.** For $N\ge1$ and antisymmetric $\Psi$, show that
$$\Psi=D_{\varphi^\Psi}.$$

**Solution.** Both sides are antisymmetric, the right one by (b), so by (d) a strictly increasing $x$ suffices. By (e), row $i$ is nonzero at most in column $i$. By (f), the diagonal entry is $\Psi(x)$ for $i=0$ and $1$ otherwise. The determinant is the product of the diagonal entries, $\Psi(x)$.

For $N=2$ and $x_0>x_1$ the sign can be seen directly:
$$\det\begin{pmatrix}0&1\\ \Psi(x_1,x_0)&0\end{pmatrix}=-\Psi(x_1,x_0)=\Psi(x_0,x_1).$$

These orbitals contain $\Psi$ itself, so they establish representability and do not provide a way to find an unknown state.

```lean
/-- For at least one particle and in characteristic zero, every antisymmetric wave function is the
backflow determinant of its rank orbitals. -/
theorem eq_backflowDet_rankOrbital [CharZero K] [NeZero N] {Ψ : (Fin N → X) → K}
    (hΨ : IsAntisymmetric Ψ) : Ψ = backflowDet (rankOrbital Ψ) := by
  refine hΨ.eq_of_strictMono (backflowDet_antisymmetric _) fun x hx => ?_
  -- on a sorted configuration the orbital matrix is diagonal
  have h : backflowMatrix (rankOrbital Ψ) x =
      Matrix.diagonal (fun k : Fin N => if k = 0 then Ψ x else 1) := by
    ext i k
    simp only [backflowMatrix, Matrix.of_apply, rankOrbital, rank_of_strictMono hx,
      sortedValue_of_strictMono Ψ hx, Matrix.diagonal_apply]
    by_cases hik : i = k
    · subst hik
      simp
    · simp [hik, Fin.val_inj]
  rw [backflowDet, h, Matrix.det_diagonal]
  simp
```

## (h) The equivalence

**Task.** For $N\geq1$, show that
$$\Psi\text{ is antisymmetric}\iff \Psi=D_\varphi\text{ for some orbitals }\varphi.$$

**Solution.** From left to right, take $\varphi=\varphi^\Psi$ and use (g). From right to left, use (b).

```lean
/-- For at least one particle on a linearly ordered space and in characteristic zero, a wave
function is antisymmetric if and only if it is a single backflow determinant. -/
theorem antisymmetric_iff_backflowDet [CharZero K] [NeZero N] (Ψ : (Fin N → X) → K) :
    IsAntisymmetric Ψ ↔ ∃ φ : Fin N → X → Multiset X → K, Ψ = backflowDet φ := by
  constructor
  · exact fun h => ⟨rankOrbital Ψ, eq_backflowDet_rankOrbital h⟩
  · rintro ⟨φ, rfl⟩
    exact backflowDet_antisymmetric φ
```

## (i) Merging a multideterminant expansion

**Task.** For $N\ge1$, a finite index set $S$, constants $c_a\in K$ and a family of orbitals $\varphi^{(a)}$ for each $a\in S$, find orbitals $\chi$ with
$$\sum_{a\in S}c_a D_{\varphi^{(a)}}=D_\chi.$$

**Solution.** Under a relabelling every term acquires the same factor $\operatorname{sgn}(\sigma)$, which can be taken out of the sum. The sum is therefore antisymmetric, and (h) supplies $\chi$.

```lean
/-- For at least one particle on a linearly ordered space and in characteristic zero, a finite
linear combination of backflow determinants is again a single backflow determinant. -/
theorem sum_backflowDet_eq_single [CharZero K] [NeZero N] {ι : Type*} (s : Finset ι)
    (c : ι → K) (φ : ι → Fin N → X → Multiset X → K) :
    ∃ χ : Fin N → X → Multiset X → K,
      (fun x => ∑ a ∈ s, c a * backflowDet (φ a) x) = backflowDet χ := by
  refine (antisymmetric_iff_backflowDet _).mp ?_
  intro σ x
  simp only [Finset.mul_sum]
  refine Finset.sum_congr rfl fun a _ => ?_
  rw [backflowDet_antisymmetric (φ a) σ x]
  ring
```

## (j) No particles

**Task.** For $N=0$, show that
$$D_\varphi(x)=1.$$

**Solution.** The determinant of the empty matrix is $1$. Yet on the single empty configuration any constant is antisymmetric, including $0$, so the equivalence in (h) fails for $N=0$.

```lean
omit [LinearOrder X] in
/-- With no particles every backflow determinant equals one. -/
theorem backflowDet_no_particles (φ : Fin 0 → X → Multiset X → K) (x : Fin 0 → X) :
    backflowDet φ x = 1 :=
  Matrix.det_isEmpty

end

end BackflowDeterminant
```

```lean
#print axioms BackflowDeterminant.antisymmetric_iff_backflowDet
#print axioms BackflowDeterminant.sum_backflowDet_eq_single
#print axioms BackflowDeterminant.backflowDet_no_particles
```

```
'BackflowDeterminant.antisymmetric_iff_backflowDet' depends on axioms: [propext, Classical.choice, Quot.sound]
'BackflowDeterminant.sum_backflowDet_eq_single' depends on axioms: [propext, Classical.choice, Quot.sound]
'BackflowDeterminant.backflowDet_no_particles' depends on axioms: [propext, Classical.choice, Quot.sound]
```
